# Natural occupations of a full-rank fermionic state in a finite basis lie strictly between 0 and 1

Interacting electrons in a finite orbital basis exchange energy and particles with a bath at temperature $T>0$. In a single Slater determinant, every natural orbital is exactly full or exactly empty. Can the interaction leave even one orbital in that condition in the thermal state?

It cannot. Let $a_i$ be the annihilators of $M$ orthonormal modes, write $*$ for the adjoint, and let $\rho$ be the density matrix on Fock space. Define the one-body density matrix

$$G_{ij}=\operatorname{Tr}(\rho\,a_j^*a_i).$$

If $\rho$ is positive definite with trace one, then $G$ and $1-G$ are both positive definite. The natural occupations $\nu$, which are the eigenvalues of $G$, therefore satisfy $0<\nu<1$. If moreover $\rho\ge p$ on the whole Fock space, whose dimension is $d=2^M$, then

$$\frac{pd}{2}\le\nu\le1-\frac{pd}{2}.$$

The grand-canonical state $\rho=e^{-\beta(H-\mu N)}/Z$, with $\beta=1/k_BT$, chemical potential $\mu$, particle number $N$ and partition function $Z$, is positive definite for any Hermitian $H$, because the exponential of a Hermitian matrix has positive eigenvalues.

## The logarithm $\ln[(1-\nu)/\nu]$ in a finite-temperature code

In finite-temperature density-matrix functional theory, the one-body entropy $-\sum_q[\nu_q\ln\nu_q+(1-\nu_q)\ln(1-\nu_q)]$ has the derivative

$$\varepsilon_q=\ln\frac{1-\nu_q}{\nu_q}$$

with respect to $\nu_q$. The same numbers are the levels, in units of $k_BT$ and measured from the chemical potential, of the non-interacting thermal state that reproduces $G$. They are finite exactly when no occupation is pinned, that is, equal to 0 or 1, which the result secures for full-rank states in a finite basis.

In an exact diagonalisation of a small cluster, these levels can be computed as follows. The code finds all eigenpairs $(E_m,\Psi_m)$ of $H-\mu N$, in every particle-number sector, forms the weights $w_m=e^{-\beta E_m}/Z$, accumulates $G_{ij}=\sum_m w_m\langle\Psi_m|a_j^*a_i|\Psi_m\rangle$, diagonalises $G$ and takes the logarithm above.

The smallest weight serves as $p$. With $W=E_{\max}-E_{\min}$ and $Z\le d\,e^{-\beta E_{\min}}$, one gets $pd\ge e^{-\beta W}$, hence $\nu_q\ge\tfrac12e^{-\beta W}$ and likewise for $1-\nu_q$. This is a worst-case bound, and the true distance from 0 or 1 can be much larger. At large $\beta W$ the bound can lie far below the resolution of double precision near 1, about $10^{-16}$. It then does not exclude that a stored occupation rounds to 1 and its logarithm diverges, although the exact occupation is smaller than 1.

## From orbital anticommutators to strict bounds

The only algebraic input is $a_ia_j^*+a_j^*a_i=\delta_{ij}$. For a coefficient vector $x$, set $b=\sum_i\overline{x_i}\,a_i$, so that $b^*=\sum_jx_j\,a_j^*$. Then

$$bb^*+b^*b=\sum_{ij}\overline{x_i}x_j\,(a_ia_j^*+a_j^*a_i)=|x|^2\,1.$$

Expanding $b^*b$ in the same way gives the particle form

$$\operatorname{Tr}(\rho\,b^*b)=\sum_{ij}\overline{x_i}\,G_{ij}\,x_j=x^*Gx.$$

Since $\operatorname{Tr}\rho=1$, the anticommutator gives the hole form

$$x^*(1-G)x=|x|^2-\operatorname{Tr}(\rho\,b^*b)=\operatorname{Tr}(\rho\,bb^*).$$

Both have the shape $\operatorname{Tr}(\rho B^*B)$, with $B=b$ or $B=b^*$. Let $v_k$ be the complex conjugate of row $k$ of $B$. For positive semidefinite $\rho$,

$$\operatorname{Tr}(\rho B^*B)=\operatorname{Tr}(B\rho B^*)=\sum_kv_k^*\rho v_k\ge0.$$

If the sum vanishes, every term does. Then $\|\rho^{1/2}v_k\|=0$, so $\rho v_k=0$ for all $k$. This says $\rho B^*=0$, and its adjoint is $B\rho=0$. Conversely, $B\rho=0$ makes the trace zero.

A positive definite $\rho$ is invertible, so $B\rho=0$ forces $B=0$. For $x\ne0$, however, neither $b$ nor $b^*$ is zero, since otherwise the anticommutator would give $|x|^2\,1=0$. Both forms are therefore strictly positive. The matrix $G$ is Hermitian because $\overline{G_{ji}}=\operatorname{Tr}(a_j^*a_i\rho)=G_{ij}$, so $G$ and $1-G$ are positive definite.

Now let $Gx=\nu x$ with $|x|=1$. The two forms become $\nu=\operatorname{Tr}(\rho b^*b)$ and $1-\nu=\operatorname{Tr}(\rho bb^*)$. For any density matrix, then, $\nu=0$ exactly when $b\rho=0$, and $\nu=1$ exactly when $b^*\rho=0$.

For the quantitative bound, cyclicity gives $\operatorname{Tr}b^*b=\operatorname{Tr}bb^*=d/2$. Applying the nonnegativity result to $\rho-p$ yields $\nu-pd/2\ge0$ and $1-\nu-pd/2\ge0$.

## Positive definiteness of $G$ and $1-G$ in Lean

```lean
import Mathlib

open Matrix
open scoped ComplexOrder

namespace ThermalOccupations

noncomputable section

variable {ι n : Type*} [Fintype ι] [DecidableEq ι] [Fintype n] [DecidableEq n]

/-- The anticommutation relation between annihilators and creators of orthonormal modes. -/
def MixedCAR (a : ι → Matrix n n ℂ) : Prop :=
  ∀ i j, a i * (a j)ᴴ + (a j)ᴴ * a i = if i = j then 1 else 0

/-- The annihilator of the orbital with coefficient vector `x`. -/
def orbitalOp (a : ι → Matrix n n ℂ) (x : ι → ℂ) : Matrix n n ℂ :=
  ∑ i, star (x i) • a i

/-- The one-body reduced density matrix `G i j = Tr (ρ a_j* a_i)`. -/
def oneRDM (ρ : Matrix n n ℂ) (a : ι → Matrix n n ℂ) : Matrix ι ι ℂ :=
  Matrix.of fun i j => trace (ρ * (a j)ᴴ * a i)

omit [DecidableEq ι] [DecidableEq n] in
/-- The product `b* b`, with `b = orbitalOp a x`, expanded in the original modes. -/
theorem number_expand (a : ι → Matrix n n ℂ) (x : ι → ℂ) :
    (orbitalOp a x)ᴴ * orbitalOp a x =
      ∑ i, ∑ j, (star (x i) * x j) • ((a j)ᴴ * a i) := by
  simp only [orbitalOp, conjTranspose_sum, conjTranspose_smul, star_star]
  rw [Finset.sum_mul_sum, Finset.sum_comm]
  refine Finset.sum_congr rfl fun i _ => Finset.sum_congr rfl fun j _ => ?_
  rw [smul_mul_smul_comm, mul_comm (x j)]

/-- If the modes satisfy `MixedCAR`, then `b = orbitalOp a x` obeys `b b* + b* b = |x|²` for every
`x`. -/
theorem orbital_car {a : ι → Matrix n n ℂ} (hcar : MixedCAR a) (x : ι → ℂ) :
    orbitalOp a x * (orbitalOp a x)ᴴ + (orbitalOp a x)ᴴ * orbitalOp a x =
      (star x ⬝ᵥ x) • (1 : Matrix n n ℂ) := by
  have hc : ∀ i j, a i * (a j)ᴴ + (a j)ᴴ * a i = if i = j then 1 else 0 := hcar
  have h1 : orbitalOp a x * (orbitalOp a x)ᴴ =
      ∑ i, ∑ j, (star (x i) * x j) • (a i * (a j)ᴴ) := by
    simp only [orbitalOp, conjTranspose_sum, conjTranspose_smul, star_star]
    rw [Finset.sum_mul_sum]
    refine Finset.sum_congr rfl fun i _ => Finset.sum_congr rfl fun j _ => ?_
    rw [smul_mul_smul_comm]
  rw [h1, number_expand]
  simp only [← Finset.sum_add_distrib, ← smul_add, hc]
  simp only [smul_ite, smul_zero, Finset.sum_ite_eq, Finset.mem_univ, if_true,
    dotProduct, Pi.star_apply, Finset.sum_smul]

omit [DecidableEq ι] [DecidableEq n] in
/-- The quadratic form of `G` at `x` is `Tr (ρ b* b)`, with `b = orbitalOp a x`. -/
theorem occupation_form (ρ : Matrix n n ℂ) (a : ι → Matrix n n ℂ) (x : ι → ℂ) :
    star x ⬝ᵥ (oneRDM ρ a *ᵥ x) = trace (ρ * ((orbitalOp a x)ᴴ * orbitalOp a x)) := by
  rw [number_expand]
  simp only [dotProduct, mulVec, oneRDM, of_apply, Finset.mul_sum,
    trace_sum, Matrix.mul_smul, trace_smul, smul_eq_mul, Pi.star_apply]
  refine Finset.sum_congr rfl fun i _ => Finset.sum_congr rfl fun j _ => ?_
  rw [Matrix.mul_assoc]
  ring

/-- For modes satisfying `MixedCAR` and `ρ` of trace one, the quadratic form of `1 - G` at `x` is
`Tr (ρ b b*)`, with `b` the annihilator of the orbital `x`. -/
theorem hole_form {ρ : Matrix n n ℂ} {a : ι → Matrix n n ℂ} (hcar : MixedCAR a)
    (htr : trace ρ = 1) (x : ι → ℂ) :
    star x ⬝ᵥ ((1 - oneRDM ρ a) *ᵥ x) =
      trace (ρ * (orbitalOp a x * (orbitalOp a x)ᴴ)) := by
  rw [sub_mulVec, one_mulVec, dotProduct_sub, occupation_form]
  have h := congrArg (fun A => trace (ρ * A)) (orbital_car hcar x)
  simp only [Matrix.mul_add, trace_add, Matrix.mul_smul, trace_smul, htr,
    smul_eq_mul, mul_one] at h
  linear_combination -h

omit [DecidableEq n] in
/-- For positive semidefinite `ρ`, the trace `Tr (ρ B* B)` is nonnegative, and it vanishes exactly
when `B ρ = 0`. -/
theorem weight_nonneg_and_zero_iff {ρ : Matrix n n ℂ} (hρ : ρ.PosSemidef)
    (B : Matrix n n ℂ) :
    0 ≤ trace (ρ * (Bᴴ * B)) ∧ (trace (ρ * (Bᴴ * B)) = 0 ↔ B * ρ = 0) := by
  have hc : trace (ρ * (Bᴴ * B)) = trace (B * (ρ * Bᴴ)) := by
    rw [← Matrix.mul_assoc, Matrix.trace_mul_comm]
  -- the trace is a sum of quadratic forms of `ρ` at the complex conjugates of the rows of `B`
  have hrow : trace (B * (ρ * Bᴴ)) =
      ∑ k, star (fun i => star (B k i)) ⬝ᵥ (ρ *ᵥ fun i => star (B k i)) := by
    simp only [Matrix.trace, Matrix.diag_apply, Matrix.mul_apply, dotProduct,
      Matrix.mulVec, Matrix.conjTranspose_apply, Pi.star_apply, star_star]
  have hpos : ∀ k ∈ Finset.univ,
      0 ≤ star (fun i => star (B k i)) ⬝ᵥ (ρ *ᵥ fun i => star (B k i)) :=
    fun k _ => hρ.dotProduct_mulVec_nonneg _
  refine ⟨by rw [hc, hrow]; exact Finset.sum_nonneg hpos, fun h => ?_, fun h => ?_⟩
  · rw [hc, hrow, Finset.sum_eq_zero_iff_of_nonneg hpos] at h
    have h0 : ρ * Bᴴ = 0 := by
      ext i k
      have hk := (hρ.dotProduct_mulVec_zero_iff _).1 (h k (Finset.mem_univ k))
      simpa [Matrix.mul_apply, mulVec, dotProduct] using congrFun hk i
    have h1 := congrArg conjTranspose h0
    rwa [conjTranspose_mul, conjTranspose_conjTranspose, hρ.isHermitian.eq,
      conjTranspose_zero] at h1
  · rw [hc, ← Matrix.mul_assoc, h, Matrix.zero_mul, trace_zero]

/-- For modes satisfying `MixedCAR` and a positive definite `ρ` of trace one, both the one-body
density matrix `G` and `1 - G` are positive definite. -/
theorem thermal_never_pinned {ρ : Matrix n n ℂ} {a : ι → Matrix n n ℂ}
    (hcar : MixedCAR a) (hρ : ρ.PosDef) (htr : trace ρ = 1) :
    (oneRDM ρ a).PosDef ∧ (1 - oneRDM ρ a).PosDef := by
  have hG : (oneRDM ρ a).IsHermitian := by
    ext i j
    simp only [conjTranspose_apply, oneRDM, of_apply]
    rw [← trace_conjTranspose, conjTranspose_mul, conjTranspose_mul,
      conjTranspose_conjTranspose, hρ.isHermitian.eq, ← Matrix.mul_assoc,
      Matrix.trace_mul_comm _ ρ, ← Matrix.mul_assoc]
  -- a full-rank state gives every nonzero operator a positive weight
  have hw : ∀ B : Matrix n n ℂ, B ≠ 0 → 0 < trace (ρ * (Bᴴ * B)) := fun B hB =>
    lt_of_le_of_ne (weight_nonneg_and_zero_iff hρ.posSemidef B).1 fun h =>
      hB (hρ.isUnit.mul_left_eq_zero.1
        ((weight_nonneg_and_zero_iff hρ.posSemidef B).2.1 h.symm))
  -- the annihilator of a nonzero orbital is nonzero
  have hb : ∀ x : ι → ℂ, x ≠ 0 → orbitalOp a x ≠ 0 := by
    intro x hx h
    rcases isEmpty_or_nonempty n with he | ⟨⟨k⟩⟩
    · simp [Matrix.trace] at htr
    · have h1 := congrFun (congrFun (orbital_car hcar x) k) k
      rw [h] at h1
      simp only [conjTranspose_zero, Matrix.mul_zero, add_zero, Matrix.zero_apply,
        Matrix.smul_apply, Matrix.one_apply_eq, smul_eq_mul, mul_one] at h1
      exact hx (dotProduct_star_self_eq_zero.1 h1.symm)
  constructor
  · refine Matrix.posDef_iff_dotProduct_mulVec.2 ⟨hG, ?_⟩
    intro x hx
    rw [occupation_form]
    exact hw _ (hb x hx)
  · refine Matrix.posDef_iff_dotProduct_mulVec.2 ⟨Matrix.isHermitian_one.sub hG, ?_⟩
    intro x hx
    rw [hole_form hcar htr]
    have h := hw (orbitalOp a x)ᴴ fun h0 => hb x hx (conjTranspose_eq_zero.1 h0)
    rwa [conjTranspose_conjTranspose] at h

/-- For modes satisfying `MixedCAR` and a density matrix `ρ`, a natural orbital `x` with annihilator
`b` has occupation 0 exactly when `b ρ = 0`, and occupation 1 exactly when `b* ρ = 0`. -/
theorem pinned_iff {ρ : Matrix n n ℂ} {a : ι → Matrix n n ℂ} (hcar : MixedCAR a)
    (hρ : ρ.PosSemidef) (htr : trace ρ = 1) {x : ι → ℂ} (hx : x ≠ 0) {ν : ℝ}
    (hν : oneRDM ρ a *ᵥ x = (ν : ℂ) • x) :
    (ν = 0 ↔ orbitalOp a x * ρ = 0) ∧ (ν = 1 ↔ (orbitalOp a x)ᴴ * ρ = 0) := by
  have hs : star x ⬝ᵥ x ≠ 0 := fun h => hx (dotProduct_star_self_eq_zero.1 h)
  have h1 := (weight_nonneg_and_zero_iff hρ (orbitalOp a x)).2
  have h2 := (weight_nonneg_and_zero_iff hρ (orbitalOp a x)ᴴ).2
  rw [← occupation_form, hν, dotProduct_smul, smul_eq_mul, mul_eq_zero,
    or_iff_left hs, Complex.ofReal_eq_zero] at h1
  rw [conjTranspose_conjTranspose, ← hole_form hcar htr, sub_mulVec, one_mulVec, hν,
    dotProduct_sub, dotProduct_smul, smul_eq_mul, ← one_sub_mul, mul_eq_zero,
    or_iff_left hs, sub_eq_zero, eq_comm, Complex.ofReal_eq_one] at h2
  exact ⟨h1, h2⟩

/-- If the modes satisfy `MixedCAR`, `ρ` has trace one and `ρ - p` is positive semidefinite on a
space of dimension `d`, every natural occupation lies between `p d / 2` and `1 - p d / 2`. -/
theorem occupation_bounds {ρ : Matrix n n ℂ} {a : ι → Matrix n n ℂ} (hcar : MixedCAR a)
    (htr : trace ρ = 1) {p : ℝ} (hp : (ρ - (p : ℂ) • (1 : Matrix n n ℂ)).PosSemidef)
    {x : ι → ℂ} (hx : x ≠ 0) {ν : ℝ} (hν : oneRDM ρ a *ᵥ x = (ν : ℂ) • x) :
    p * Fintype.card n / 2 ≤ ν ∧ ν ≤ 1 - p * Fintype.card n / 2 := by
  have hs : 0 < star x ⬝ᵥ x := lt_of_le_of_ne (dotProduct_star_self_nonneg x)
    fun h => hx (dotProduct_star_self_eq_zero.1 h.symm)
  have key : ∀ r : ℝ, 0 ≤ (r : ℂ) * (star x ⬝ᵥ x) → 0 ≤ r := by
    intro r h
    have h1 := (Complex.le_def.1 h).1
    have h2 := (Complex.lt_def.1 hs).1
    rw [Complex.zero_re, Complex.re_ofReal_mul] at h1
    rw [Complex.zero_re] at h2
    by_contra hn
    nlinarith [mul_pos (neg_pos.2 (not_le.1 hn)) h2]
  -- `b* b` and `b b*` have the same trace, half that of `|x|²`
  have ht := congrArg trace (orbital_car hcar x)
  have hcomm := Matrix.trace_mul_comm (orbitalOp a x) (orbitalOp a x)ᴴ
  rw [trace_add, trace_smul, trace_one, smul_eq_mul] at ht
  have hN := occupation_form ρ a x
  have hH := hole_form hcar htr x
  rw [hν, dotProduct_smul, smul_eq_mul] at hN
  rw [sub_mulVec, one_mulVec, hν, dotProduct_sub, dotProduct_smul, smul_eq_mul] at hH
  have h1 := (weight_nonneg_and_zero_iff hp (orbitalOp a x)).1
  have h2 := (weight_nonneg_and_zero_iff hp (orbitalOp a x)ᴴ).1
  rw [Matrix.sub_mul, Matrix.smul_mul, Matrix.one_mul, trace_sub, trace_smul,
    smul_eq_mul] at h1 h2
  rw [conjTranspose_conjTranspose] at h2
  constructor
  · have h := key (ν - p * Fintype.card n / 2) (by
      convert h1 using 1
      push_cast
      linear_combination hN + (p : ℂ) / 2 * ht - (p : ℂ) / 2 * hcomm)
    linarith
  · have h := key (1 - ν - p * Fintype.card n / 2) (by
      convert h2 using 1
      push_cast
      linear_combination hH + (p : ℂ) / 2 * ht + (p : ℂ) / 2 * hcomm)
    linarith

/-- Two Jordan–Wigner modes on a four-dimensional Fock space. -/
def jwModes : Fin 2 → Matrix (Fin 4) (Fin 4) ℂ :=
  ![!![0, 0, 1, 0; 0, 0, 0, 1; 0, 0, 0, 0; 0, 0, 0, 0],
    !![0, 1, 0, 0; 0, 0, 0, 0; 0, 0, 0, -1; 0, 0, 0, 0]]

/-- A diagonal state with the weights 1/2, 1/4, 1/8, 1/8. -/
def jwState : Matrix (Fin 4) (Fin 4) ℂ :=
  Matrix.diagonal fun k => ((![1 / 2, 1 / 4, 1 / 8, 1 / 8] k : ℝ) : ℂ)

/-- The two Jordan–Wigner modes satisfy all canonical anticommutation relations, and the
diagonal state is positive definite with trace one. -/
theorem jwModes_witness :
    MixedCAR jwModes ∧ (∀ i j, jwModes i * jwModes j + jwModes j * jwModes i = 0) ∧
      jwState.PosDef ∧ trace jwState = 1 := by
  refine ⟨?_, ?_, ?_, ?_⟩
  · intro i j
    ext k l
    simp only [Matrix.add_apply, Matrix.mul_apply, Matrix.conjTranspose_apply,
      Fin.sum_univ_four]
    fin_cases i <;> fin_cases j <;> fin_cases k <;> fin_cases l <;> simp [jwModes]
  · intro i j
    ext k l
    fin_cases i <;> fin_cases j <;> fin_cases k <;> fin_cases l <;>
      simp [jwModes]
  · refine Matrix.PosDef.diagonal fun k => ?_
    have hk : (0 : ℝ) < ![1 / 2, 1 / 4, 1 / 8, 1 / 8] k := by
      fin_cases k <;> norm_num
    exact Complex.zero_lt_real.2 hk
  · simp [jwState, Matrix.trace, Fin.sum_univ_four]
    norm_num

end

end ThermalOccupations
```

```lean
#print axioms ThermalOccupations.thermal_never_pinned
#print axioms ThermalOccupations.pinned_iff
#print axioms ThermalOccupations.occupation_bounds
```

```
'ThermalOccupations.thermal_never_pinned' depends on axioms: [propext, Classical.choice, Quot.sound]
'ThermalOccupations.pinned_iff' depends on axioms: [propext, Classical.choice, Quot.sound]
'ThermalOccupations.occupation_bounds' depends on axioms: [propext, Classical.choice, Quot.sound]
```

The type `ι` labels the modes and `n` labels a basis of the many-particle space, so `Fintype.card n` is $d$. The superscript `ᴴ` is the adjoint, `orbitalOp a x` is $b$, and `star x ⬝ᵥ x` is $|x|^2$. Vectors in the file are not assumed to be normalised; `pinned_iff` and `occupation_bounds` ask only that the eigenvector be nonzero. `PosDef` includes Hermiticity, and an inequality such as `0 <` between complex numbers also says that their difference is real.

The lemmas follow the derivation:

- `number_expand` and `orbital_car` expand the products. In the latter, `Finset.sum_ite_eq` collapses the double sum with the Kronecker delta.
- `occupation_form` and `hole_form` identify the two quadratic forms. The final `linear_combination` in `hole_form` subtracts the particle term from the traced anticommutator.
- `weight_nonneg_and_zero_iff` writes the trace as a sum over rows in `hrow`, then uses the fact that a vanishing sum of nonnegative terms has only vanishing terms.
- `thermal_never_pinned` combines `hw`, positive weight for every nonzero operator, with `hb`, a nonzero annihilator for every nonzero orbital.
- `pinned_iff` inserts the eigenvalue equation into both forms and cancels $|x|^2$.
- `occupation_bounds` obtains the half-trace from `ht` and `hcomm`; `key` divides out $|x|^2$.

`jwModes_witness` supplies two modes and a state that meet the hypotheses. Direct evaluation gives occupations $1/4$ for mode 0 and $3/8$ for mode 1. Here $p=1/8$ and $d=4$, so the lower bound is $1/4$, and mode 0 attains it.

## Full rank, fixed particle number and approximate density matrices

`thermal_never_pinned` takes positive definiteness of $\rho$ as a hypothesis. No Hamiltonian or temperature enters the file; the passage from a Gibbs state to that hypothesis, and the estimate with $W$, are the short arguments given above. The strict eigenvalue bounds follow from the theorem by taking $x$ to be an eigenvector.

The predicate `MixedCAR` contains only the relation between annihilators and creators. The relation $a_ia_j+a_ja_i=0$ is not assumed, though the two-mode example satisfies it. Nor does $\rho$ have to conserve particle number.

Positive semidefiniteness alone would not suffice for the strict bounds: the vacuum has every occupation equal to 0. A canonical ensemble with fixed particle number is likewise singular on the full Fock space, so `thermal_never_pinned` does not apply to it. `pinned_iff` does, and it reduces the question to whether $b$ or $b^*$ annihilates $\rho$.

The theorems concern the matrix $G$ computed from an actual state $\rho$ in finite dimension. A one-body matrix produced by an approximate functional, a truncated perturbation series or stochastic sampling need not come from a full-rank state, and its eigenvalues may then equal 0 or 1 or lie outside that range.
